# Without electron current, the drift-diffusion potential step is ln(n(b)/n(a)), and the steps cancel around a loop with continuous density

Take electrons that follow Boltzmann statistics, at one temperature and with no change of band edge inside a segment. Let the potential, in units of the thermal voltage kT/q, rise as ψ(x) = g x on [0, 1] while the electron density grows as n(x) = exp(g x): diffusion n′ = g n and drift n ψ′ = g n cancel at every point, and the potential step is g = ln(n(1)/n(0)). A second segment that brings the density back from exp(g) to 1 without current has the step −g, so the two steps around the closed loop add up to zero.

```lean
import Mathlib

open Set

namespace DriftDiffusionEquilibrium

noncomputable section

/-- A piece of semiconductor on `[a, b]` with mobility `mu`, electron density `n` and
electrostatic potential `psi`, the potential being measured in units of `kT/q`. -/
structure Segment where
  a : ℝ
  b : ℝ
  mu : ℝ → ℝ
  n : ℝ → ℝ
  psi : ℝ → ℝ
  a_lt_b : a < b
  mu_pos : ∀ x ∈ Ioo a b, 0 < mu x
  n_pos : ∀ x ∈ Icc a b, 0 < n x
  n_cont : ContinuousOn n (Icc a b)
  psi_cont : ContinuousOn psi (Icc a b)
  n_diff : ∀ x ∈ Ioo a b, DifferentiableAt ℝ n x
  psi_diff : ∀ x ∈ Ioo a b, DifferentiableAt ℝ psi x

namespace Segment

/-- The drift-diffusion electron current `mu (n' - n psi')`. -/
def current (S : Segment) (x : ℝ) : ℝ :=
  S.mu x * (deriv S.n x - S.n x * deriv S.psi x)

/-- The electron quasi-Fermi potential `psi - ln n`. -/
def quasiFermi (S : Segment) (x : ℝ) : ℝ := S.psi x - Real.log (S.n x)

/-- The potential step from the left end to the right end of the segment. -/
def step (S : Segment) : ℝ := S.psi S.b - S.psi S.a

/-- No current flows anywhere inside the segment. -/
def NoCurrent (S : Segment) : Prop := ∀ x ∈ Ioo S.a S.b, S.current x = 0

/-- The slope of the quasi-Fermi potential is minus the current divided by `mu n`. -/
theorem hasDerivAt_quasiFermi (S : Segment) {x : ℝ} (hx : x ∈ Ioo S.a S.b) :
    HasDerivAt S.quasiFermi (-(S.current x / (S.mu x * S.n x))) x := by
  have hn : S.n x ≠ 0 := (S.n_pos x ⟨hx.1.le, hx.2.le⟩).ne'
  have hm : S.mu x ≠ 0 := (S.mu_pos x hx).ne'
  have h : HasDerivAt S.quasiFermi (deriv S.psi x - deriv S.n x / S.n x) x :=
    (S.psi_diff x hx).hasDerivAt.fun_sub ((S.n_diff x hx).hasDerivAt.log hn)
  refine h.congr_deriv ?_
  unfold current
  field_simp
  ring

/-- The potential difference between `a` and `y` is the logarithm of the density ratio minus
the distance times `J / (mu n)` taken at some point in between. -/
theorem potential_difference (S : Segment) {y : ℝ} (hy : y ∈ Ioc S.a S.b) :
    ∃ x ∈ Ioo S.a y, S.psi y - S.psi S.a =
      Real.log (S.n y / S.n S.a) - (y - S.a) * (S.current x / (S.mu x * S.n x)) := by
  have hsub : Icc S.a y ⊆ Icc S.a S.b := Icc_subset_Icc_right hy.2
  have hc : ContinuousOn S.quasiFermi (Icc S.a y) :=
    (S.psi_cont.mono hsub).sub
      ((S.n_cont.mono hsub).log fun x hx => (S.n_pos x (hsub hx)).ne')
  -- mean value theorem for the quasi-Fermi potential
  obtain ⟨x, hx, h⟩ := exists_hasDerivAt_eq_slope S.quasiFermi
    (fun x => -(S.current x / (S.mu x * S.n x))) hy.1 hc
    (fun x hx => S.hasDerivAt_quasiFermi ⟨hx.1, lt_of_lt_of_le hx.2 hy.2⟩)
  refine ⟨x, hx, ?_⟩
  have hpos : y - S.a ≠ 0 := (sub_pos.mpr hy.1).ne'
  rw [eq_div_iff hpos] at h
  unfold quasiFermi at h
  rw [Real.log_div (S.n_pos y ⟨hy.1.le, hy.2⟩).ne'
    (S.n_pos S.a ⟨le_rfl, S.a_lt_b.le⟩).ne']
  linarith

/-- The current vanishes inside the segment if and only if `psi - ln n` is constant on it. -/
theorem noCurrent_iff (S : Segment) :
    S.NoCurrent ↔ ∃ c, ∀ x ∈ Icc S.a S.b, S.psi x - Real.log (S.n x) = c := by
  constructor
  · intro h
    refine ⟨S.psi S.a - Real.log (S.n S.a), fun y hy => ?_⟩
    rcases eq_or_lt_of_le hy.1 with hay | hay
    · rw [← hay]
    · obtain ⟨x, hx, e⟩ := S.potential_difference ⟨hay, hy.2⟩
      rw [h x ⟨hx.1, lt_of_lt_of_le hx.2 hy.2⟩, Real.log_div (S.n_pos y hy).ne'
        (S.n_pos S.a ⟨le_rfl, S.a_lt_b.le⟩).ne', zero_div, mul_zero] at e
      linarith
  · rintro ⟨c, hc⟩ x hx
    -- a constant quasi-Fermi potential has zero slope
    have h0 : HasDerivAt S.quasiFermi 0 x := by
      refine (hasDerivAt_const x c).congr_of_eventuallyEq ?_
      filter_upwards [Icc_mem_nhds hx.1 hx.2] with y hy
      exact hc y hy
    have e := (S.hasDerivAt_quasiFermi hx).unique h0
    have hne : S.mu x * S.n x ≠ 0 :=
      (mul_pos (S.mu_pos x hx) (S.n_pos x ⟨hx.1.le, hx.2.le⟩)).ne'
    exact (div_eq_zero_iff.mp (neg_eq_zero.mp e)).resolve_right hne

/-- Without current, the potential step is `ln (n(b) / n(a))`. -/
theorem builtIn_voltage (S : Segment) (h : S.NoCurrent) :
    S.step = Real.log (S.n S.b / S.n S.a) := by
  obtain ⟨x, hx, e⟩ := S.potential_difference ⟨S.a_lt_b, le_rfl⟩
  rw [h x hx, zero_div, mul_zero, sub_zero] at e
  exact e

/-- If the current is positive throughout the segment, the potential step is strictly smaller
than `ln (n(b) / n(a))`. -/
theorem step_lt_of_current_pos (S : Segment) (h : ∀ x ∈ Ioo S.a S.b, 0 < S.current x) :
    S.step < Real.log (S.n S.b / S.n S.a) := by
  obtain ⟨x, hx, e⟩ := S.potential_difference ⟨S.a_lt_b, le_rfl⟩
  have hd : 0 < (S.b - S.a) * (S.current x / (S.mu x * S.n x)) :=
    mul_pos (sub_pos.mpr S.a_lt_b) (div_pos (h x hx)
      (mul_pos (S.mu_pos x hx) (S.n_pos x ⟨hx.1.le, hx.2.le⟩)))
  unfold step
  linarith

end Segment

/-- Around a closed loop of currentless segments, the potential steps sum to the logarithms of
the density ratios across the joints. -/
theorem loop_sum_with_jumps {N : ℕ} (L : Fin (N + 1) → Segment)
    (h : ∀ i, (L i).NoCurrent) :
    ∑ i, (L i).step =
      ∑ i, Real.log ((L i).n (L i).b / (L (i + 1)).n (L (i + 1)).a) := by
  have ha : ∀ i, (L i).n (L i).a ≠ 0 := fun i =>
    ((L i).n_pos _ ⟨le_rfl, (L i).a_lt_b.le⟩).ne'
  have hb : ∀ i, (L i).n (L i).b ≠ 0 := fun i =>
    ((L i).n_pos _ ⟨(L i).a_lt_b.le, le_rfl⟩).ne'
  -- going once around the loop only relabels the left ends
  have hs : ∑ i, Real.log ((L (i + 1)).n (L (i + 1)).a) =
      ∑ i, Real.log ((L i).n (L i).a) :=
    Equiv.sum_comp (Equiv.addRight (1 : Fin (N + 1)))
      (fun i => Real.log ((L i).n (L i).a))
  have h1 : ∀ i, (L i).step =
      Real.log ((L i).n (L i).b) - Real.log ((L i).n (L i).a) := fun i => by
    rw [(L i).builtIn_voltage (h i), Real.log_div (hb i) (ha i)]
  have h2 : ∀ i, Real.log ((L i).n (L i).b / (L (i + 1)).n (L (i + 1)).a) =
      Real.log ((L i).n (L i).b) - Real.log ((L (i + 1)).n (L (i + 1)).a) := fun i =>
    Real.log_div (hb i) (ha (i + 1))
  simp only [h1, h2, Finset.sum_sub_distrib, hs]

/-- Around a closed loop of currentless segments joined with continuous density, the potential
steps sum to zero. -/
theorem loop_sum_eq_zero {N : ℕ} (L : Fin (N + 1) → Segment)
    (h : ∀ i, (L i).NoCurrent)
    (joined : ∀ i, (L i).n (L i).b = (L (i + 1)).n (L (i + 1)).a) :
    ∑ i, (L i).step = 0 := by
  rw [loop_sum_with_jumps L h]
  refine Finset.sum_eq_zero fun i _ => ?_
  have hb : (L i).n (L i).b ≠ 0 := ((L i).n_pos _ ⟨(L i).a_lt_b.le, le_rfl⟩).ne'
  rw [← joined i, div_self hb, Real.log_one]

/-- A segment on `[0, 1]` with linear potential `c + g x`, density `exp (c + g x)` and unit
mobility. -/
def linearSegment (c g : ℝ) : Segment where
  a := 0
  b := 1
  mu := fun _ => 1
  n := fun x => Real.exp (c + g * x)
  psi := fun x => c + g * x
  a_lt_b := one_pos
  mu_pos := fun _ _ => one_pos
  n_pos := fun _ _ => Real.exp_pos _
  n_cont := by fun_prop
  psi_cont := by fun_prop
  n_diff := fun _ _ => by fun_prop
  psi_diff := fun _ _ => by fun_prop

/-- Two linear segments, the potential changing by `g` along the first and by `-g` along the
second. -/
def twoSegmentLoop (g : ℝ) : Fin 2 → Segment :=
  ![linearSegment 0 g, linearSegment g (-g)]

/-- The two-segment loop carries no current, has continuous density at both joints, and has
potential step `g` along its first segment. -/
theorem twoSegmentLoop_witness (g : ℝ) :
    (∀ i, (twoSegmentLoop g i).NoCurrent) ∧
    (∀ i, (twoSegmentLoop g i).n (twoSegmentLoop g i).b =
      (twoSegmentLoop g (i + 1)).n (twoSegmentLoop g (i + 1)).a) ∧
    (twoSegmentLoop g 0).step = g := by
  have hlin : ∀ c k : ℝ, (linearSegment c k).NoCurrent := fun c k => by
    refine (linearSegment c k).noCurrent_iff.mpr ⟨0, fun x _ => ?_⟩
    change (c + k * x) - Real.log (Real.exp (c + k * x)) = 0
    rw [Real.log_exp, sub_self]
  refine ⟨fun i => ?_, fun i => ?_, ?_⟩
  · fin_cases i
    · exact hlin 0 g
    · exact hlin g (-g)
  · fin_cases i
    · change Real.exp (0 + g * 1) = Real.exp (g + -g * 0)
      rw [show 0 + g * 1 = g + -g * 0 by ring]
    · change Real.exp (g + -g * 1) = Real.exp (0 + g * 0)
      rw [show g + -g * 1 = 0 + g * 0 by ring]
  · change (0 + g * 1) - (0 + g * 0) = g
    ring

end

end DriftDiffusionEquilibrium
```

```lean
#print axioms DriftDiffusionEquilibrium.Segment.step_lt_of_current_pos
-- 'DriftDiffusionEquilibrium.Segment.step_lt_of_current_pos' depends on axioms: [propext, Classical.choice, Quot.sound]
#print axioms DriftDiffusionEquilibrium.loop_sum_eq_zero
-- 'DriftDiffusionEquilibrium.loop_sum_eq_zero' depends on axioms: [propext, Classical.choice, Quot.sound]
```

## Segments, currentless or not, and how they close into a loop

A `Segment` is a piece of semiconductor on an interval [a, b] of positive length. It carries three real functions: the mobility `mu`, written μ below, the electron density `n` and the electrostatic potential `psi`, written ψ. Density and potential are continuous on the closed interval and differentiable in its interior. The density is positive everywhere, ends included; the mobility is positive in the interior and may vary there in any way, even discontinuously.

Three quantities are defined from these profiles. The current is

J(x) = μ(x) (n′(x) − n(x) ψ′(x)),

the quasi-Fermi potential is

Φ(x) = ψ(x) − ln n(x),

and `step` is ψ(b) − ψ(a). The predicate `NoCurrent` says that J(x) = 0 at every interior point; nothing is asked of derivatives at the ends.

For a single segment, `noCurrent_iff` states that J vanishes in the interior exactly when Φ has one constant value on the whole closed interval. In that case `builtIn_voltage` gives

ψ(b) − ψ(a) = ln(n(b)/n(a)).

If instead J is positive throughout the interior, `step_lt_of_current_pos` says that the step is strictly smaller than this logarithm.

A loop is a family `L` of segments indexed by `Fin (N + 1)`, that is, by i = 0, …, N. Addition in this index type is cyclic, so segment N is followed by segment 0. Each segment has its own coordinate and is traversed from its left end aᵢ to its right end bᵢ. The hypothesis `joined` says that the density at the right end of segment i equals the density at the left end of segment i + 1. Under this hypothesis, and with no current in any segment, `loop_sum_eq_zero` states that the steps sum to zero. The smallest loop, N = 0, is one segment whose right end is joined to its own left end.

The potentials are not assumed to match at the joints. Had they been, the sum would telescope to zero whatever the currents were. Here each segment may have its own zero of potential, and the cancellation comes from the matched densities together with the absence of current.

## Drift against diffusion in units of kT/q

Let φ be the potential in volts, q > 0 the elementary charge, k the Boltzmann constant and T the temperature. The electric current density carried by electrons has a drift part, driven by the field −φ′, and a diffusion part with diffusion constant D:

Jₙ = −q μ n φ′ + q D n′.

The Einstein relation D = μ kT/q ties the two coefficients together. It stands for electrons that are in thermal balance with the lattice and dilute enough to follow Boltzmann statistics. With ψ = qφ/(kT) it gives

Jₙ = kT μ (n′ − n ψ′).

In Lean, `n` is the density divided by a fixed reference density, so the function `current` is Jₙ divided by kT and by that reference density. Its sign is that of conventional current, so a positive value means electrons moving to the left. Another reference density rescales `current`, shifts Φ by a constant and leaves the density ratios alone.

The Einstein relation is built into the definition of the current and is not derived. The model is one-dimensional, at a single temperature, with no change of band edge inside a segment. It contains no holes, no recombination and no Poisson equation: the profiles n and ψ are given, and the theorems relate them. In thermal equilibrium, the step of a junction is its built-in voltage in the usual sense, in units of kT/q, when a lies in the neutral region on the p-side and b in the neutral region on the n-side; with the sides exchanged, the step has the opposite sign.

The condition on the joints stands for contacts between like materials. Where band edges jump, the density in general jumps as well, and `loop_sum_with_jumps` covers that case: the steps sum to the logarithms of the density ratios across the joints.

For device simulation, within this one-dimensional Boltzmann model, the equivalence gives a test of a computed equilibrium state: ψ − ln n should be flat wherever the electron current is meant to vanish.

## The slope of ψ − ln n is −J/(μ n)

At an interior point, n is positive and differentiable, so the chain rule gives

Φ′ = ψ′ − n′/n = −(n′ − n ψ′)/n = −J/(μ n).

This is `hasDerivAt_quasiFermi`. The Lean proof first obtains the derivative in the form ψ′ − n′/n, from the rules for differences and logarithms. It then unfolds the current, and `field_simp` and `ring` check the algebra, for which μ and n must be nonzero.

Now let a < y ≤ b. Since Φ is continuous on [a, y] and differentiable inside, the mean value theorem supplies a point x between a and y with

Φ(y) − Φ(a) = −(y − a) J(x)/(μ(x) n(x)).

Inserting Φ = ψ − ln n and collecting the logarithms gives

ψ(y) − ψ(a) = ln(n(y)/n(a)) − (y − a) J(x)/(μ(x) n(x)).

This is `potential_difference`, and it holds with current flowing. The last term is a resistive drop: μ n is proportional to the conductivity, and where J/(μ n) is constant, the drop is that constant times the distance. Because the formula uses a value at one intermediate point and not an integral, J/(μ n) need not be integrable. In Lean, `exists_hasDerivAt_eq_slope` is the mean value theorem, `Real.log_div` splits the logarithm of the ratio, and `linarith` rearranges the terms.

## Flat quasi-Fermi potential, potential step and the effect of a current

Suppose that J vanishes in the interior. For every y with a < y ≤ b the resistive term is zero, whatever the intermediate point x is, and the formula becomes

ψ(y) − ln n(y) = ψ(a) − ln n(a).

For y = a this is trivially true. So Φ is constant on [a, b], with its value at a as the constant. The Lean proof makes the same split between y = a and y > a.

Conversely, suppose that Φ is constant on [a, b]. Around an interior point x it is constant on a whole neighbourhood, so Φ′(x) = 0. But Φ′(x) = −J(x)/(μ(x) n(x)), and the denominator is positive, so J(x) = 0. In Lean, `congr_of_eventuallyEq` transfers the zero derivative from a constant function to Φ, and `unique` identifies the two expressions for the derivative.

The theorem `builtIn_voltage` is the difference formula at y = b with J(x) = 0. If J is positive everywhere inside, the same formula subtracts a positive number, because b − a, J(x), μ(x) and n(x) are all positive, and the step falls below the logarithm. Positivity is assumed at every interior point because the mean value theorem does not say where x lies. When b is the n-side of a junction and a the p-side, positive current is the forward direction, and the inequality says that the potential barrier is lower than the logarithm of the density ratio between the ends.

## Adding the logarithms around the loop

Write nᵢ for the density in segment i. Without current, each step is

ψᵢ(bᵢ) − ψᵢ(aᵢ) = ln nᵢ(bᵢ) − ln nᵢ(aᵢ).

Summing over i gives all the right-end logarithms minus all the left-end ones. Going once around the loop meets each left end exactly once, so

Σᵢ ln nᵢ(aᵢ) = Σᵢ ln nᵢ₊₁(aᵢ₊₁).

Replacing the left-end sum and recombining the logarithms in pairs yields

Σᵢ (ψᵢ(bᵢ) − ψᵢ(aᵢ)) = Σᵢ ln(nᵢ(bᵢ)/nᵢ₊₁(aᵢ₊₁)).

Each term on the right belongs to one joint. This is `loop_sum_with_jumps`; the relabelling is `Equiv.sum_comp`, applied to the shift i ↦ i + 1, which is a bijection of the cyclic index set. If the densities match at a joint, its ratio is 1 and its logarithm 0. With all joints matched, the sum vanishes, and this is how `loop_sum_eq_zero` concludes.

## A loop with steps g and −g, and one that fails to close

The file also constructs the opening example. `linearSegment c g` has potential c + g x, density exp(c + g x) and mobility 1 on [0, 1]. Its quasi-Fermi potential is

(c + g x) − ln exp(c + g x) = 0,

so by `noCurrent_iff` it carries no current. `twoSegmentLoop g` follows `linearSegment 0 g` with `linearSegment g (-g)`. At the first joint both densities are exp(g), and at the second both are 1. The theorem `twoSegmentLoop_witness` records the absence of current, the matching of the densities and the step g of the first segment, for every real g. With g ≠ 0, this is a loop that meets all the hypotheses of `loop_sum_eq_zero` although its individual steps are not zero.

If the densities do not match at the joints, the sum can differ from zero. Take the first segment alone, with g = 1, and regard it as a loop with N = 0. It carries no current, but its density is e at the right end and 1 at the left end, where the loop should close. The sum of the steps is its single step, which equals 1, the logarithm of the density ratio across the unmatched joint. In a real ring with a single-valued electrostatic potential, the joint itself would carry the opposite step −1, which the sum over segments does not count.
